# Linear combinations of Grassmann generators with commuting coefficients anticommute and square to zero

Grassmann generators are the anticommuting, square-zero quantities used in the algebra of fermions. `smear_relations` takes two finite families of them, η and θ, in an algebra `R` over a commutative ring `K`, and forms the sums ∑ⱼ vⱼθⱼ with arbitrary coefficients in `K`, with no normalisation assumed. It states that such a sum anticommutes with every ηᵢ and with any other such sum, and that its square is zero. The attempt first proves, as `key`, that if every θⱼ anticommutes with an element, so does any finite combination of them. This gives the two anticommutation claims, and the square is then treated by induction, adding one generator at a time.

As first written in Lean, the proof fails:

```lean
import Mathlib

noncomputable section

namespace SmearRelations

variable {K R : Type*} [CommRing K] [Ring R] [Algebra K R] {n : ℕ}

/-- Two families of Grassmann generators: all of them anticommute and square to zero. -/
structure IsGrassmann (η θ : Fin n → R) : Prop where
  eta_sq : ∀ i, η i * η i = 0
  theta_sq : ∀ i, θ i * θ i = 0
  eta_eta : ∀ i j, η i * η j = -(η j * η i)
  theta_theta : ∀ i j, θ i * θ j = -(θ j * θ i)
  theta_eta : ∀ i j, θ i * η j = -(η j * θ i)

/-- The linear combination `∑ j, v j θ_j`, as a linear map in the coefficients `v`. -/
def smear (θ : Fin n → R) : (Fin n → K) →ₗ[K] R where
  toFun v := ∑ j, v j • θ j
  map_add' v w := by simp [add_smul, Finset.sum_add_distrib]
  map_smul' c v := by simp [Finset.smul_sum, mul_smul]

/-- For Grassmann generators, linear combinations of the `θ_j` anticommute with every `η_i` and with
each other, and square to zero. -/
theorem smear_relations {η θ : Fin n → R} (h : IsGrassmann η θ) (v w : Fin n → K) :
    (∀ i, smear θ v * η i = -(η i * smear θ v)) ∧
    smear θ v * smear θ w = -(smear θ w * smear θ v) ∧ smear θ v * smear θ v = 0 := by
  have key : ∀ (s : Finset (Fin n)) (u : Fin n → K) (x : R),
      (∀ j, θ j * x = -(x * θ j)) →
      (∑ j ∈ s, u j • θ j) * x = -(x * ∑ j ∈ s, u j • θ j) := by
    intro s u x hx
    rw [Finset.sum_mul, Finset.mul_sum, ← Finset.sum_neg_distrib]
    refine Finset.sum_congr rfl fun j _ => ?_
    rw [smul_mul_assoc, hx j, mul_smul_comm, smul_neg]
  refine ⟨fun i => key Finset.univ v _ fun j => h.theta_eta j i,
    key Finset.univ v _ fun j => ?_, ?_⟩
  · have h1 : smear θ w * θ j = -(θ j * smear θ w) :=
      key Finset.univ w (θ j) fun k => h.theta_theta k j
    rw [h1, neg_neg]
  · -- add the generators one at a time; the cross terms cancel
    have sq : ∀ s : Finset (Fin n), (∑ j ∈ s, v j • θ j) * (∑ j ∈ s, v j • θ j) = 0 := by
      intro s
      induction s using Finset.induction_on with
      | empty => simp
      | insert a s ha ih =>
        have h1 := key s v (θ a) fun k => h.theta_theta k a
        rw [Finset.sum_insert ha]
        generalize (∑ j ∈ s, v j • θ j) = T at ih h1 ⊢
        simp only [add_mul, mul_add, smul_mul_assoc, mul_smul_comm, h1, h.theta_sq, ih,
          smul_zero, smul_neg]
        abel
    exact sq Finset.univ

end SmearRelations
```

The compiler's answer:

```
Try this:
  [apply] abel_nf
Main.lean:45:25: error: unsolved goals
case insert
K : Type u_1
R : Type u_2
inst✝² : CommRing K
inst✝¹ : Ring R
inst✝ : Algebra K R
n : ℕ
η θ : Fin n → R
h : IsGrassmann η θ
v w : Fin n → K
key :
  ∀ (s : Finset (Fin n)) (u : Fin n → K) (x : R),
    (∀ (j : Fin n), θ j * x = -(x * θ j)) → (∑ j ∈ s, u j • θ j) * x = -(x * ∑ j ∈ s, u j • θ j)
a : Fin n
s : Finset (Fin n)
ha : a ∉ s
T : R
ih : T * T = 0
h1 : T * θ a = -(θ a * T)
⊢ v a • -1 • (θ a * T) + v a • (θ a * T) = 0
Main.lean:50:21: warning: This simp argument is unused:
  smul_neg

Hint: Omit it from the simp argument list.
  [apply] simp only [add_mul, mul_add, smul_mul_assoc, mul_smul_comm, h1, h.theta_sq, ih, smul_zero]

Note: This linter can be disabled with `set_option linter.unusedSimpArgs false`
```

The change, after which it compiles:

```diff
@@ -48,6 +48,6 @@
         generalize (∑ j ∈ s, v j • θ j) = T at ih h1 ⊢
         simp only [add_mul, mul_add, smul_mul_assoc, mul_smul_comm, h1, h.theta_sq, ih,
-          smul_zero, smul_neg]
-        abel
+          smul_zero]
+        module
     exact sq Finset.univ
 
```

Diagnosis. The error is in the induction step, where the two cross terms should cancel. `abel` did not close the goal; its fallback `abel_nf`, which Lean suggests, only normalised it and left `v a • -1 • (θ a * T) + v a • (θ a * T) = 0`.

This equation is true, but to see it one must move the sign out through the scalar `v a`. `abel` works with the laws of a commutative additive group and doesn't use the linearity of multiplication by a scalar from `K`, so to it the two terms are unrelated. `smul_neg` was in the `simp only` list to move the sign out beforehand, but the warning says that it was never used. The messages do not show why it didn't apply.

The repair replaces `abel` with `module`, which proves equalities in modules. It collects the coefficients of `θ a * T`, and these add up to zero in `K`. Dropping `smul_neg` is mere tidying, which removes the warning.
